# The gradient of a density built from finitely many real orbitals

A density is formed from finitely many real orbitals as n = ∑ₖ wₖφₖ², with fixed real weights wₖ. The theorem says that if every orbital is differentiable at a point x, then ∇n(x) = ∑ₖ 2wₖφₖ(x)∇φₖ(x). The space is any real Hilbert space, and the orbitals need not be normalised or orthogonal, nor the weights positive. The attempt differentiates each term by the product rule, adds the derivatives, and passes from the derivative to the gradient.

This version doesn't compile in Lean 4 with Mathlib:

```lean
import Mathlib

open scoped Topology

namespace GradientDensity

noncomputable section

variable {E K A I : Type*} [NormedAddCommGroup E] [InnerProductSpace ℝ E] [CompleteSpace E]
  [Fintype K] [Fintype A] [Fintype I]

/-- The density `n = ∑ w φ²` of real orbitals `φ` with weights `w`. -/
def density (w : K → ℝ) (φ : K → E → ℝ) (x : E) : ℝ := ∑ k, w k * φ k x ^ 2

/-- For orbitals differentiable at `x`, the density gradient there is `∑ 2 w φ ∇φ`. -/
theorem gradient_density (w : K → ℝ) {φ : K → E → ℝ} {x : E}
    (hφ : ∀ k, DifferentiableAt ℝ (φ k) x) :
    gradient (density w φ) x = ∑ k, (2 * w k * φ k x) • gradient (φ k) x := by
  have h : HasFDerivAt (density w φ) (∑ k, (2 * w k * φ k x) • fderiv ℝ (φ k) x) x := by
    change HasFDerivAt (fun y => ∑ k, w k * φ k y ^ 2) _ x
    apply HasFDerivAt.fun_sum
    intro k _
    have h2 := ((hφ k).hasFDerivAt.mul (hφ k).hasFDerivAt).const_mul (w k)
    convert h2 using 1
    · funext y
      simp [pow_two]
    · module
  simp [gradient, h.fderiv, map_sum, map_smulₛₗ]

end

end GradientDensity
```

Compiling this gives:

```
Main.lean:25:6: error: Tactic `apply` failed: could not unify the conclusion of `@funext`
  ?f = ?g
with the goal
  Real.normedAddCommGroup.toAddCommGroup = Real.normedCommRing.toAddCommGroup

Note: The full type of `@funext` is
  ∀ {α : Sort ?u.119} {β : α → Sort ?u.118} {f g : (x : α) → β x}, (∀ (x : α), f x = g x) → f = g

case e'_8
E : Type u_1
K : Type u_2
inst✝³ : NormedAddCommGroup E
inst✝² : InnerProductSpace ℝ E
inst✝¹ : CompleteSpace E
inst✝ : Fintype K
w : K → ℝ
φ : K → E → ℝ
x : E
hφ : ∀ (k : K), DifferentiableAt ℝ (φ k) x
k : K
a✝ : k ∈ Finset.univ
h2 : HasFDerivAt (fun y => w k * (φ k * φ k) y) (w k • (φ k x • fderiv ℝ (φ k) x + φ k x • fderiv ℝ (φ k) x)) x
⊢ Real.normedAddCommGroup.toAddCommGroup = Real.normedCommRing.toAddCommGroup
Main.lean:27:6: error: ring failed, ring expressions not equal
E : Type u_1
K : Type u_2
inst✝³ : NormedAddCommGroup E
inst✝² : InnerProductSpace ℝ E
inst✝¹ : CompleteSpace E
inst✝ : Fintype K
w : K → ℝ
φ : K → E → ℝ
x : E
hφ : ∀ (k : K), DifferentiableAt ℝ (φ k) x
k : K
a✝ : k ∈ Finset.univ
h2 : HasFDerivAt (fun y => w k * (φ k * φ k) y) (w k • (φ k x • fderiv ℝ (φ k) x + φ k x • fderiv ℝ (φ k) x)) x
⊢ 1 = 0
Main.lean:19:86: error: unsolved goals
case e'_12
E : Type u_1
K : Type u_2
inst✝³ : NormedAddCommGroup E
inst✝² : InnerProductSpace ℝ E
inst✝¹ : CompleteSpace E
inst✝ : Fintype K
w : K → ℝ
φ : K → E → ℝ
x : E
hφ : ∀ (k : K), DifferentiableAt ℝ (φ k) x
k : K
a✝ : k ∈ Finset.univ
h2 : HasFDerivAt (fun y => w k * (φ k * φ k) y) (w k • (φ k x • fderiv ℝ (φ k) x + φ k x • fderiv ℝ (φ k) x)) x
e_8✝ : Real.normedAddCommGroup.toAddCommGroup = Real.normedCommRing.toAddCommGroup
he✝ : RCLike.toInnerProductSpaceReal.toModule = (NormedAlgebra.toNormedSpace ℝ).toModule
⊢ (2 * w k * φ k x) • fderiv ℝ (φ k) x = w k • (φ k x • fderiv ℝ (φ k) x + φ k x • fderiv ℝ (φ k) x)
Main.lean:28:37: warning: This simp argument is unused:
  map_smulₛₗ

Hint: Omit it from the simp argument list.
  [apply] simp [gradient, h.fderiv, map_sum]

Note: This linter can be disabled with `set_option linter.unusedSimpArgs false`
```

What went wrong. The product rule gives `h2`, which differs from the goal in how the function and its derivative are written. `convert h2 using 1` was meant to leave just those two equalities, but it first asked for a third, between two additive group structures on ℝ, `Real.normedAddCommGroup.toAddCommGroup` and `Real.normedCommRing.toAddCommGroup`.

This put the bullets out of step. `funext` met the equality of structures, which is not one between functions. `module` then failed at `1 = 0`; its original goal isn't shown, but was presumably the equality of functions. The derivative equality, for which `module` was meant, was left unsolved, as the third message shows.

The repair states the two intended equalities as `e` and `e'`, proves them by the same tactics, and rewrites with them. `exact h2` then closes the goal, since Lean accepts the two structures as equal by definition.

Proving the termwise result first, as `h1`, is a rearrangement. Dropping `map_smulₛₗ`, which the warning reports as unused, is mere tidying.

After these edits no error is left:

```diff
@@ -17,14 +17,18 @@
     (hφ : ∀ k, DifferentiableAt ℝ (φ k) x) :
     gradient (density w φ) x = ∑ k, (2 * w k * φ k x) • gradient (φ k) x := by
-  have h : HasFDerivAt (density w φ) (∑ k, (2 * w k * φ k x) • fderiv ℝ (φ k) x) x := by
-    change HasFDerivAt (fun y => ∑ k, w k * φ k y ^ 2) _ x
-    apply HasFDerivAt.fun_sum
-    intro k _
+  have h1 : ∀ k, HasFDerivAt (fun y => w k * φ k y ^ 2)
+      ((2 * w k * φ k x) • fderiv ℝ (φ k) x) x := by
+    intro k
     have h2 := ((hφ k).hasFDerivAt.mul (hφ k).hasFDerivAt).const_mul (w k)
-    convert h2 using 1
-    · funext y
+    have e : (fun y => w k * φ k y ^ 2) = fun y => w k * (φ k * φ k) y := by
+      funext y
       simp [pow_two]
-    · module
-  simp [gradient, h.fderiv, map_sum, map_smulₛₗ]
+    have e' : (2 * w k * φ k x) • fderiv ℝ (φ k) x =
+        w k • (φ k x • fderiv ℝ (φ k) x + φ k x • fderiv ℝ (φ k) x) := by module
+    rw [e, e']
+    exact h2
+  have h : HasFDerivAt (density w φ) (∑ k, (2 * w k * φ k x) • fderiv ℝ (φ k) x) x :=
+    HasFDerivAt.fun_sum fun k _ => h1 k
+  simp [gradient, h.fderiv, map_sum]
 
 end
```
